# A site raised to infinite energy becomes a vacancy in a finite Green's matrix with $G_{kk}\neq 0$

Take two coupled sites, labelled 0 and 1, with

$$M=\begin{pmatrix}2&1\\1&1\end{pmatrix},\qquad G=M^{-1}=\begin{pmatrix}1&-1\\-1&2\end{pmatrix}.$$

Subtract $s$ from the entry at site 0. The determinant becomes $1-s$, and for $s\neq 1$ the inverse is

$$\begin{pmatrix}2-s&1\\1&1\end{pmatrix}^{-1}=\frac{1}{1-s}\begin{pmatrix}1&-1\\-1&2-s\end{pmatrix}\;\longrightarrow\;\begin{pmatrix}0&0\\0&1\end{pmatrix}\qquad(s\to\infty).$$

Row and column 0 die out. The surviving entry is $G_{11}-G_{10}G_{01}/G_{00}=2-1=1$, which is also the inverse of the entry $M_{11}=1$ left when site 0 is deleted.

## A strong potential on one site

In general, let $M$ be a complex matrix indexed by a finite set `n` of sites, and let $G$ satisfy $MG=1$. Physically $M=E-H$, where $H$ is a one-particle Hamiltonian and $E$ is a fixed energy, real or complex, that is not an eigenvalue of $H$. Hermiticity of $H$ is not needed.

```lean
import Mathlib

open Filter Topology

namespace VacancyLimit

noncomputable section

variable {n : Type*} [Fintype n] [DecidableEq n]
```

Let $e_k$ be the unit vector on site $k$. Raising the on-site energy of $k$ by $s$ replaces $H$ by $H+s\,e_ke_k^T$, and therefore $M$ by $M-s\,e_ke_k^T$. In Lean, `Matrix.single k k s` is the matrix whose only nonzero entry can be $s$ at position $(k,k)$. The definition allows complex $s$; the limit will use real $s$.

```lean
/-- The matrix `M - s e_k e_kᵀ`: for `M = E - H`, the on-site energy of site `k` is raised
by `s`. -/
def shifted (M : Matrix n n ℂ) (k : n) (s : ℂ) : Matrix n n ℂ :=
  M - Matrix.single k k s
```

If the new matrix has an inverse $X$, then $X$ obeys the Dyson equation

$$X_{ij}=G_{ij}+G_{ik}\,s\,X_{kj}.$$

Setting $i=k$ gives $(1-sG_{kk})X_{kj}=G_{kj}$. When the bracket is nonzero, $sX_{kj}=T\,G_{kj}$, with the single-site T-matrix

$$T=\frac{s}{1-sG_{kk}}.$$

```lean
/-- The single-site T-matrix `s / (1 - s G_kk)`, meaningful when `1 - s G_kk ≠ 0`. -/
def siteT (G : Matrix n n ℂ) (k : n) (s : ℂ) : ℂ :=
  s / (1 - s * G k k)
```

Putting this back into the Dyson equation gives the candidate inverse $G_{ij}+G_{ik}TG_{kj}$: free propagation plus all repeated scattering at $k$.

```lean
/-- The Green's matrix `G + G T G` dressed by scattering at site `k`, meaningful when
`1 - s G_kk ≠ 0`. -/
def dressed (G : Matrix n n ℂ) (k : n) (s : ℂ) : Matrix n n ℂ :=
  Matrix.of fun i j => G i j + G i k * (siteT G k s * G k j)
```

If $G_{kk}\neq0$, the 1 in the denominator of $T$ becomes negligible for large $s$, so $T$ approaches $-1/G_{kk}$. The candidate then approaches

$$G^{\mathrm{vac}}_{ij}=G_{ij}-\frac{G_{ik}G_{kj}}{G_{kk}},$$

which is `vacancy G k i j` in the code.

```lean
/-- The vacancy Green's matrix `G_ij - G_ik G_kj / G_kk`, meaningful when `G_kk ≠ 0`. -/
def vacancy (G : Matrix n n ℂ) (k : n) : Matrix n n ℂ :=
  Matrix.of fun i j => G i j - G i k * G k j / G k k
```

## The dressed matrix is the inverse

Column $j$ of the candidate is column $j$ of $G$ plus a multiple $c$ of column $k$. Write $\delta_{ij}$ for the entries of the identity matrix. Since $MG=1$,

$$\sum_l M_{il}\,(G_{lj}+G_{lk}c)=\delta_{ij}+\delta_{ik}c .$$

The correction is a source on site $k$ alone. The proof splits the sum and applies $MG=1$ to each part.

```lean
/-- Adding `c` times column `k` of the Green's matrix to column `j` adds a source of
strength `c` at site `k`. -/
theorem source_shift {M G : Matrix n n ℂ} (hG : M * G = 1) (k i j : n) (c : ℂ) :
    ∑ l, M i l * (G l j + G l k * c)
      = (1 : Matrix n n ℂ) i j + (1 : Matrix n n ℂ) i k * c := by
  have e : ∀ b, ∑ l, M i l * G l b = (1 : Matrix n n ℂ) i b := by
    intro b
    rw [← hG, Matrix.mul_apply]
  simp only [mul_add, ← mul_assoc, Finset.sum_add_distrib, ← Finset.sum_mul, e]
```

The potential also acts on site $k$ alone: for any matrix $X$,

$$(s\,e_ke_k^TX)_{ij}=\delta_{ik}\,sX_{kj}.$$

The two cases $i=k$ and $i\neq k$ settle it.

```lean
/-- A potential on site `k` acts only on row `k` of a matrix. -/
theorem single_mul_entry (X : Matrix n n ℂ) (k i j : n) (s : ℂ) :
    (Matrix.single k k s * X) i j = (1 : Matrix n n ℂ) i k * (s * X k j) := by
  rcases eq_or_ne i k with rfl | h
  · simp
  · simp [h]
```

Now set $c=TG_{kj}$ and subtract the second expression from the first. The product of the shifted matrix and the candidate has entries

$$\delta_{ij}+\delta_{ik}TG_{kj}-\delta_{ik}s\,(G_{kj}+G_{kk}TG_{kj})
=\delta_{ij}+\delta_{ik}G_{kj}\,\bigl[T(1-sG_{kk})-s\bigr].$$

The square bracket vanishes by the definition of $T$, leaving $\delta_{ij}$. In the proof this cancellation is `ht`, which `linear_combination` multiplies by $\delta_{ik}G_{kj}$.

```lean
/-- Away from `1 = s G_kk`, the inverse of the shifted matrix is the dressed Green's matrix
`G + G T G`. -/
theorem shifted_mul_dressed {M G : Matrix n n ℂ} (hG : M * G = 1) (k : n) {s : ℂ}
    (hs : 1 - s * G k k ≠ 0) : shifted M k s * dressed G k s = 1 := by
  ext i j
  rw [shifted, sub_mul, Matrix.sub_apply, single_mul_entry, Matrix.mul_apply]
  simp only [dressed, Matrix.of_apply]
  rw [source_shift hG]
  -- the defining equation of the T-matrix
  have ht : siteT G k s * (1 - s * G k k) = s := div_mul_cancel₀ _ hs
  linear_combination ((1 : Matrix n n ℂ) i k * G k j) * ht
```

The condition $1-sG_{kk}\neq0$ is also necessary for invertibility. Applied to column $k$ of $G$, the shifted matrix gives $\delta_{ik}(1-sG_{kk})$. If $1-sG_{kk}=0$, the whole column is annihilated. An inverse would then force the column itself to vanish, so $G_{kk}=0$, and $1-sG_{kk}=0$ would read $1=0$. Physically, at $s=1/G_{kk}$ the perturbed Hamiltonian has an eigenstate at energy $E$, with amplitudes proportional to column $k$ of $G$.

`IsUnit` means having a two-sided inverse. The previous result supplies one side, and for finite square matrices `mul_eq_one_comm` supplies the other.

```lean
/-- The shifted matrix is invertible exactly when `1 - s G_kk` is nonzero. -/
theorem isUnit_shifted_iff {M G : Matrix n n ℂ} (hG : M * G = 1) (k : n) (s : ℂ) :
    IsUnit (shifted M k s) ↔ 1 - s * G k k ≠ 0 := by
  constructor
  · rintro ⟨u, hu⟩ h0
    -- column `k` of `G` is annihilated by the shifted matrix
    have hcol : ∀ i, (shifted M k s * G) i k = 0 := by
      intro i
      rw [shifted, sub_mul, Matrix.sub_apply, single_mul_entry, hG]
      linear_combination ((1 : Matrix n n ℂ) i k) * h0
    have e : (↑u⁻¹ : Matrix n n ℂ) * (shifted M k s * G) = G := by
      rw [← hu, ← mul_assoc, Units.inv_mul, one_mul]
    have hk : G k k = 0 := by
      rw [← congrFun (congrFun e k) k, Matrix.mul_apply]
      exact Finset.sum_eq_zero fun l _ => by rw [hcol, mul_zero]
    rw [hk] at h0
    simp at h0
  · intro hs
    have h := shifted_mul_dressed hG k hs
    exact ⟨⟨_, _, h, mul_eq_one_comm.mp h⟩, rfl⟩
```

## The limit of infinite on-site energy

For real $s>0$, divide numerator and denominator of $T$ by $s$:

$$T=\frac{1}{s^{-1}-G_{kk}}\;\longrightarrow\;-\frac{1}{G_{kk}}.$$

Here $G_{kk}\neq0$ is used, because inversion is continuous only away from zero. The proof takes the limit of the right-hand form and transfers it to $T$, since the two agree for all positive $s$.

```lean
omit [Fintype n] [DecidableEq n] in
/-- For an infinitely strong repulsive site the T-matrix tends to `-1 / G_kk`. -/
theorem siteT_tendsto (G : Matrix n n ℂ) (k : n) (hk : G k k ≠ 0) :
    Tendsto (fun s : ℝ => siteT G k (s : ℂ)) atTop (𝓝 (-(G k k)⁻¹)) := by
  have h0 : Tendsto (fun s : ℝ => ((s⁻¹ : ℝ) : ℂ)) atTop (𝓝 ((0 : ℝ) : ℂ)) :=
    (Complex.continuous_ofReal.tendsto 0).comp tendsto_inv_atTop_zero
  have h1 := (h0.sub_const (G k k)).inv₀ (by simpa using hk)
  rw [Complex.ofReal_zero, zero_sub, inv_neg] at h1
  refine h1.congr' ?_
  filter_upwards [eventually_gt_atTop (0 : ℝ)] with s hs
  have hs' : (s : ℂ) ≠ 0 := Complex.ofReal_ne_zero.mpr hs.ne'
  have e : 1 - (s : ℂ) * G k k = s * (((s⁻¹ : ℝ) : ℂ) - G k k) := by
    rw [Complex.ofReal_inv, mul_sub, mul_inv_cancel₀ hs']
  rw [siteT, e, div_mul_cancel_left₀ hs']
```

If $1-sG_{kk}=0$, then $s=1/G_{kk}$. This is impossible once $s>|1/G_{kk}|$, so the shifted matrix is invertible for every such $s$. Its inverse is then the dressed matrix, whose entries converge because $T$ does. Finally, row $k$ of the limit is

$$G_{kj}-\frac{G_{kk}G_{kj}}{G_{kk}}=0,$$

and column $k$ vanishes in the same way.

The theorem has these three parts. `∀ᶠ s : ℝ in atTop` reads "for all sufficiently large real $s$", and `Tendsto … atTop (𝓝 …)` is the limit $s\to\infty$, taken for each pair $i,j$. Lean's `⁻¹` also assigns a value to a singular matrix, but the first part ensures that the limit concerns true inverses.

```lean
/-- **Vacancy limit.** If `G_kk ≠ 0`, then `M - s e_k e_kᵀ` is invertible for all large real
`s`, and its inverse tends entrywise to the vacancy Green's matrix, which vanishes on row and
column `k`. -/
theorem vacancy_limit {M G : Matrix n n ℂ} (hG : M * G = 1) (k : n) (hk : G k k ≠ 0) :
    (∀ᶠ s : ℝ in atTop, IsUnit (shifted M k (s : ℂ))) ∧
    (∀ i j, Tendsto (fun s : ℝ => (shifted M k (s : ℂ))⁻¹ i j) atTop
      (𝓝 (vacancy G k i j))) ∧
    (∀ i, vacancy G k k i = 0 ∧ vacancy G k i k = 0) := by
  -- beyond `|1 / G_kk|` the denominator of the T-matrix cannot vanish
  have hev : ∀ᶠ s : ℝ in atTop, 1 - (s : ℂ) * G k k ≠ 0 := by
    filter_upwards [eventually_gt_atTop ‖(G k k)⁻¹‖] with s hs h
    have e : (s : ℂ) = (G k k)⁻¹ :=
      eq_inv_of_mul_eq_one_left (by linear_combination -h)
    rw [← e, Complex.norm_real, Real.norm_eq_abs] at hs
    exact absurd (le_abs_self s) (not_le_of_gt hs)
  refine ⟨hev.mono fun s hs => (isUnit_shifted_iff hG k _).mpr hs, ?_, ?_⟩
  · intro i j
    have h := (((siteT_tendsto G k hk).mul_const (G k j)).const_mul (G i k)).const_add (G i j)
    have e : G i j + G i k * (-(G k k)⁻¹ * G k j) = vacancy G k i j := by
      simp only [vacancy, Matrix.of_apply]
      ring
    rw [e] at h
    refine h.congr' ?_
    filter_upwards [hev] with s hs
    rw [Matrix.inv_eq_right_inv (shifted_mul_dressed hG k hs)]
    rfl
  · intro i
    constructor <;> simp [vacancy, hk]
```

## The remaining sites see a deleted site

Vanishing on row and column $k$ does not by itself identify the rest of the matrix. For that, choose $c=-G_{kj}/G_{kk}$ in the source identity, with $i,j\neq k$. The vector $G_{lj}+G_{lk}c$ is column $j$ of $G^{\mathrm{vac}}$, and its component at $l=k$ is zero. The sum therefore runs over the remaining sites only, and the source $\delta_{ik}c$ is absent because $i\neq k$:

$$\sum_{l\neq k}M_{il}\,G^{\mathrm{vac}}_{lj}=\delta_{ij}.$$

So on the other sites $G^{\mathrm{vac}}$ is the Green's matrix of the Hamiltonian with site $k$ removed. In Lean the remaining sites form the type `{i // i ≠ k}`, and `submatrix` restricts both matrices to it. If $k$ is the only site, this block is empty and the limiting matrix is the single number 0.

```lean
/-- On the remaining sites, the vacancy Green's matrix is the inverse of `M` with row and
column `k` deleted. -/
theorem vacancy_inverts_deleted {M G : Matrix n n ℂ} (hG : M * G = 1) (k : n)
    (hk : G k k ≠ 0) :
    M.submatrix (Subtype.val : {i // i ≠ k} → n) (Subtype.val : {i // i ≠ k} → n) *
      (vacancy G k).submatrix Subtype.val Subtype.val = 1 := by
  ext i j
  have hik : (i : n) ≠ k := i.2
  have h := source_shift hG k i j (-(G k j / G k k))
  have h0 : G k j + G k k * -(G k j / G k k) = 0 := by
    linear_combination -(div_mul_cancel₀ (G k j) hk)
  -- the deleted site contributes nothing to the sum
  rw [Fintype.sum_eq_add_sum_subtype_ne _ k, h0, mul_zero, zero_add,
    Matrix.one_apply_ne hik, zero_mul, add_zero] at h
  rw [Matrix.mul_apply]
  calc
    _ = ∑ l : {l // l ≠ k}, M i l * (G l j + G l k * -(G k j / G k k)) :=
      Finset.sum_congr rfl fun l _ => by
        simp only [Matrix.submatrix_apply, vacancy, Matrix.of_apply]
        ring
    _ = (1 : Matrix n n ℂ) i j := h
    _ = _ := by simp [Matrix.one_apply, Subtype.ext_iff]
```

For non-interacting tight-binding models with finitely many orbitals, this justifies representing a missing orbital by a large on-site energy, at a fixed $E$ with $G_{kk}\neq0$. The index $k$ stands for one orbital; an atom with several orbitals, relaxation of its neighbours and the limit of an infinite lattice are not treated.

## When $G_{kk}$ vanishes

By Cramer's rule, $G_{kk}$ is the determinant of $M$ with row and column $k$ deleted, divided by $\det M$. The hypothesis $G_{kk}\neq0$ thus says that $E$ is not an eigenvalue of the Hamiltonian with the site removed, so that the vacancy system has a Green's matrix at $E$ at all.

If $G_{kk}=0$, the denominator of $T$ equals 1 and $T=s$. The shifted matrix is then invertible for every $s$, with

$$\bigl[(M-s\,e_ke_k^T)^{-1}\bigr]_{ij}=G_{ij}+s\,G_{ik}G_{kj}.$$

For instance,

$$\begin{pmatrix}-s&1\\1&0\end{pmatrix}^{-1}=\begin{pmatrix}0&1\\1&s\end{pmatrix},$$

whose last entry grows without bound. The same happens in general, by a short argument that the code leaves to the reader: an invertible $G$ has a nonzero entry in column $k$ and another in row $k$, so some slope $G_{ik}G_{kj}$ is nonzero.

```lean
/-- If `G_kk = 0`, the inverse of the shifted matrix is exactly affine in `s`, with slope
`G_ik G_kj`. -/
theorem inverse_affine_of_zero {M G : Matrix n n ℂ} (hG : M * G = 1) (k : n)
    (hk : G k k = 0) (s : ℂ) (i j : n) :
    (shifted M k s)⁻¹ i j = G i j + s * (G i k * G k j) := by
  have hs : 1 - s * G k k ≠ 0 := by simp [hk]
  rw [Matrix.inv_eq_right_inv (shifted_mul_dressed hG k hs)]
  simp only [dressed, siteT, Matrix.of_apply, hk, mul_zero, sub_zero, div_one]
  ring
```

The two-site matrices from the start satisfy both hypotheses of the limit theorem with $k=0$: their product is the identity, and $G_{00}=1$. The first claim is checked entry by entry.

```lean
/-- A coupled two-site matrix and its Green's matrix, with nonzero entry at site `0`. -/
theorem vacancy_limit_witness :
    (!![2, 1; 1, 1] : Matrix (Fin 2) (Fin 2) ℂ) * !![1, -1; -1, 2] = 1 ∧
      (!![1, -1; -1, 2] : Matrix (Fin 2) (Fin 2) ℂ) 0 0 ≠ 0 := by
  constructor
  · ext i j
    fin_cases i <;> fin_cases j <;> norm_num [Matrix.mul_apply, Fin.sum_univ_succ]
  · simp

end

end VacancyLimit
```

```lean
#print axioms VacancyLimit.vacancy_limit
#print axioms VacancyLimit.vacancy_inverts_deleted
#print axioms VacancyLimit.inverse_affine_of_zero
```

```
'VacancyLimit.vacancy_limit' depends on axioms: [propext, Classical.choice, Quot.sound]
'VacancyLimit.vacancy_inverts_deleted' depends on axioms: [propext, Classical.choice, Quot.sound]
'VacancyLimit.inverse_affine_of_zero' depends on axioms: [propext, Classical.choice, Quot.sound]
```
